# With a diagonal resolvent, a two-body perturbation reaches at most excitation level \(2n\) at order \(n\)

Let each basis state \(i\) carry an excitation level \(\ell_i\), let \(V\) couple only levels differing by at most 2, and let \(R\) be diagonal with entries \(r_i\). If \(\psi_0\) has level 0 and

\[
\psi_{n+1}=R\Big(-V\psi_n+\sum_{k=0}^{n}E_{k+1}\psi_{n-k}\Big),
\]

then \(\psi_n\) has no components above level \(2n\), whatever the scalars \(E_1,E_2,\dots\) are. In a finite determinant basis with a diagonal zeroth-order Hamiltonian and a single, non-degenerate reference determinant of level 0, it also follows that states through quadruple excitations suffice for the perturbation energies through fifth order.

## Counting levels order by order

Replace 2 by a general maximum change \(d\). The claim is that \(\psi_n\) is supported on levels at most \(dn\). For \(n=0\) this is the assumption on \(\psi_0\). Suppose it holds for all orders up to \(n\).

- In \((V\psi_n)_i=\sum_j V_{ij}\psi_{n,j}\), a nonzero term needs \(\ell_j\le dn\) and \(\ell_i\le\ell_j+d\), so \(\ell_i\le d(n+1)\).
- The energy terms contain only \(\psi_0,\dots,\psi_n\), whose levels are at most \(dn\).
- \(R\) multiplies each component by \(r_i\) and moves nothing.

So \(\psi_{n+1}\) is supported on levels at most \(d(n+1)\). If \(d>0\), the energy terms vanish on the top level \(\ell_i=d(n+1)\), which leaves \(\psi_{n+1,i}=-r_i(V\psi_n)_i\).

At first order with \(d=2\), only levels 0, 1 and 2 can appear. In the limiting case \(d=0\), every correction stays at level 0.

A diagonal \(R\) is more than the bound requires: it is enough that \(R\) never raises the level. An arbitrary \(R\) can break the bound. Take states 0, 1, 2 with levels 0, 2, 4, let \(V\) couple only states 0 and 1, with unit strength, and let \(R\) annihilate state 0 and exchange states 1 and 2. Starting from state 0, \(V\psi_0\) is state 1, so \(\psi_1\) is minus state 2: level 4 already at first order.

## Energies from a truncated space

Now let \(\psi_0\) be a single reference state of level 0, and set \(E_{n+1}=(V\psi_n)_{\rm ref}\). Let \(\bar V\) be \(V\) with all elements involving levels above \(dK\) set to zero, and let \(\bar\psi_n\), \(\bar E_n\) be the resulting series. The energies agree through order \(2K+1\) because, on retained states,

\[
\bar\psi_{m,i}=\psi_{m,i}\quad\text{whenever}\quad \ell_i+dm\le d(2K+1).
\]

This holds at \(m=0\). Assume it at all orders through \(p\), and take a retained state \(a\) with \(\ell_a+d(p+1)\le d(2K+1)\). Any \(j\) with \(V_{aj}\ne0\) has \(\ell_j\le\ell_a+d\), hence \(\ell_j+dp\le d(2K+1)\). If \(j\) is retained, its amplitudes agree. If it is discarded, \(\ell_j>dK\) forces \(dp<d(K+1)\), so \(p\le K\) and \(\ell_j>dp\); the support bound gives \(\psi_{p,j}=0\). Therefore \((\bar V\bar\psi_p)_a=(V\psi_p)_a\).

Choosing \(a\) as the reference gives \(\bar E_{p+1}=E_{p+1}\) for \(p\le2K\). Inserting these equalities, together with those already known at lower orders, into the recursion carries the amplitude statement to the next order. For \(K=0\) and \(d>0\), only the first-order energy \(V_{\rm ref,ref}\) is guaranteed.

## States, couplings and the recursion in Lean

The finite type `ι` indexes the determinants, and vectors are functions `ι → ℂ`.

```lean
import Mathlib

open Matrix

namespace ExcitationLevelsPerturbation

noncomputable section

variable {ι : Type*} [Fintype ι] [DecidableEq ι]
```

The support condition says that amplitudes above level `N` vanish.

```lean
/-- The vector `x` has no components on excitation levels above `N`. -/
def SupportedUpTo (level : ι → ℕ) (N : ℕ) (x : ι → ℂ) : Prop :=
  ∀ i, N < level i → x i = 0
```

`Couples` is a hypothesis on the matrix, not derived from second quantisation. For determinants with a fixed number of electrons, the level is the number of spin orbitals occupied in the reference but empty in the determinant. The case \(d=2\) then stands for the fact that a two-body operator changes at most two occupied spin orbitals. It constrains the pattern of nonzero elements; \(V\) need not be Hermitian.

```lean
/-- The perturbation `V` couples only states whose excitation levels differ by at most `d`. -/
def Couples (level : ι → ℕ) (d : ℕ) (V : Matrix ι ι ℂ) : Prop :=
  ∀ i j, V i j ≠ 0 → level i ≤ level j + d ∧ level j ≤ level i + d
```

The recursion leaves both the scalars `E` and the diagonal entries `r` arbitrary.

```lean
/-- The perturbation recursion with diagonal resolvent `r`: `ψ (n+1)` is the resolvent applied to
`-V ψ n` plus the sum of `E k • ψ (n+1-k)` over `k = 1, ..., n+1` (written with `k` shifted by one). -/
def RSRecursion (r : ι → ℂ) (V : Matrix ι ι ℂ) (E : ℕ → ℂ) (ψ : ℕ → ι → ℂ) : Prop :=
  ∀ n, ψ (n + 1) = diagonal r *ᵥ
    (-(V *ᵥ ψ n) + ∑ k ∈ Finset.range (n + 1), E (k + 1) • ψ (n - k))
```

The explicit series starts from the unit vector at `ref`. Its energies are reference components of \(V\psi_n\).

```lean
/-- The wavefunction corrections built from the reference state `ref`, with the energy of order
`k+1` taken as the reference component of `V` acting on the correction of order `k`. -/
def wave (r : ι → ℂ) (V : Matrix ι ι ℂ) (ref : ι) : ℕ → ι → ℂ
  | 0 => Pi.single ref 1
  | n + 1 => diagonal r *ᵥ (-(V *ᵥ wave r V ref n) +
      ∑ k : Fin (n + 1), (V *ᵥ wave r V ref k.1) ref • wave r V ref (n - k.1))
termination_by n => n
decreasing_by all_goals omega
```

Only orders \(n\ge1\) of `energy` have physical meaning.

```lean
/-- The energy correction of order `n`, for `n ≥ 1`. -/
def energy (r : ι → ℂ) (V : Matrix ι ι ℂ) (ref : ι) (n : ℕ) : ℂ :=
  (V *ᵥ wave r V ref (n - 1)) ref
```

Truncation keeps the index type and sets the discarded matrix elements to zero.

```lean
/-- The perturbation restricted to the states of excitation level at most `L`. -/
def truncate (level : ι → ℕ) (L : ℕ) (V : Matrix ι ι ℂ) : Matrix ι ι ℂ :=
  fun i j => if level i ≤ L ∧ level j ≤ L then V i j else 0
```

## The support bound

The first lemma writes the recursion for one component, where the diagonal resolvent becomes the factor `r i`.

```lean
/-- The perturbation recursion written for a single component. -/
theorem recursion_apply {r : ι → ℂ} {V : Matrix ι ι ℂ} {E : ℕ → ℂ} {ψ : ℕ → ι → ℂ}
    (h : RSRecursion r V E ψ) (n : ℕ) (i : ι) :
    ψ (n + 1) i = r i * (-(V *ᵥ ψ n) i +
      ∑ k ∈ Finset.range (n + 1), E (k + 1) * ψ (n - k) i) := by
  rw [h n, mulVec_diagonal]
  simp only [Pi.add_apply, Pi.neg_apply, Finset.sum_apply, Pi.smul_apply, smul_eq_mul]
```

The next lemma is the level count for one action of \(V\): in each term of the matrix-vector sum, either the matrix element or the amplitude is zero.

```lean
omit [DecidableEq ι] in
/-- One action of the perturbation raises the highest occupied level by at most `d`. -/
theorem mulVec_supported {level : ι → ℕ} {d N : ℕ} {V : Matrix ι ι ℂ} {x : ι → ℂ}
    (hc : Couples level d V) (hx : SupportedUpTo level N x) :
    SupportedUpTo level (N + d) (V *ᵥ x) := by
  intro i hi
  simp only [mulVec, dotProduct]
  refine Finset.sum_eq_zero fun j _ => ?_
  by_cases hV : V i j = 0
  · rw [hV, zero_mul]
  · have := (hc i j hV).1
    rw [hx j (by omega), mul_zero]
```

Strong induction makes the bound available for every earlier order. In the proof, `h1` removes the \(V\) term and `h2` the energy terms.

```lean
/-- If `ψ 0` has level 0 and `V` changes the level by at most `d`, then the correction of order
`n` is supported on levels at most `d * n`, whatever the scalars `E`. -/
theorem wavefunction_supported {level : ι → ℕ} {d : ℕ} {r : ι → ℂ} {V : Matrix ι ι ℂ}
    {E : ℕ → ℂ} {ψ : ℕ → ι → ℂ} (hc : Couples level d V) (h : RSRecursion r V E ψ)
    (h0 : SupportedUpTo level 0 (ψ 0)) (n : ℕ) : SupportedUpTo level (d * n) (ψ n) := by
  induction n using Nat.strong_induction_on with
  | _ n ih =>
    cases n with
    | zero => exact h0
    | succ n =>
      intro i hi
      have h1 := mulVec_supported hc (ih n (by omega)) i hi
      -- the energy terms contain only lower orders
      have h2 : ∑ k ∈ Finset.range (n + 1), E (k + 1) * ψ (n - k) i = 0 :=
        Finset.sum_eq_zero fun k _ => by
          rw [ih (n - k) (by omega) i
            (lt_of_le_of_lt (Nat.mul_le_mul_left d (by omega)) hi), mul_zero]
      rw [recursion_apply h, h1, h2, neg_zero, add_zero, mul_zero]
```

Besides the hypotheses of the support bound, the top-level formula needs \(d>0\), so that lower orders lie strictly below level \(d(n+1)\).

```lean
/-- For `d > 0`, on the highest level `d * (n+1)` the correction of order `n+1` comes from `V`
acting on the correction of order `n` alone; the energy terms drop out. -/
theorem top_level {level : ι → ℕ} {d : ℕ} {r : ι → ℂ} {V : Matrix ι ι ℂ}
    {E : ℕ → ℂ} {ψ : ℕ → ι → ℂ} (hc : Couples level d V) (h : RSRecursion r V E ψ)
    (h0 : SupportedUpTo level 0 (ψ 0)) (hd : 0 < d) {n : ℕ} (i : ι)
    (hi : level i = d * (n + 1)) : ψ (n + 1) i = -(r i * (V *ᵥ ψ n) i) := by
  have h2 : ∑ k ∈ Finset.range (n + 1), E (k + 1) * ψ (n - k) i = 0 :=
    Finset.sum_eq_zero fun k _ => by
      have hlt : d * (n - k) < level i := by
        rw [hi]
        exact Nat.mul_lt_mul_of_pos_left (by omega) hd
      rw [wavefunction_supported hc h h0 (n - k) i hlt, mul_zero]
  rw [recursion_apply h, h2]
  ring
```

## The Rayleigh–Schrödinger series

The constructed corrections and energies satisfy the recursion, so the support bound applies to them.

```lean
/-- The explicitly constructed corrections and energies satisfy the perturbation recursion. -/
theorem wave_recursion_witness (r : ι → ℂ) (V : Matrix ι ι ℂ) (ref : ι) :
    RSRecursion r V (energy r V ref) (wave r V ref) := by
  intro n
  have h : ∑ k : Fin (n + 1), (V *ᵥ wave r V ref k.1) ref • wave r V ref (n - k.1) =
      ∑ k ∈ Finset.range (n + 1), (V *ᵥ wave r V ref k) ref • wave r V ref (n - k) :=
    Fin.sum_univ_eq_sum_range
      (fun k => (V *ᵥ wave r V ref k) ref • wave r V ref (n - k)) (n + 1)
  simp only [energy, Nat.add_sub_cancel]
  rw [wave, h]
```

To connect the recursion with the Schrödinger equation, let \(H_0\) have diagonal entries \(\varepsilon_i\), with \(r_{\rm ref}=0\) and \((\varepsilon_i-\varepsilon_{\rm ref})r_i=1\) elsewhere. This is the reduced resolvent of a non-degenerate reference. The theorem states

\[
H_0\psi_{n+1}+V\psi_n=\varepsilon_{\rm ref}\psi_{n+1}+\sum_{k=0}^{n}E_{k+1}\psi_{n-k}.
\]

Away from the reference, multiply the recursion by \(\varepsilon_i-\varepsilon_{\rm ref}\); this is the `linear_combination` step. At the reference, all corrections of positive order vanish (intermediate normalisation), so only \(k=n\) survives in the sum, and both sides equal \((V\psi_n)_{\rm ref}\). The statement concerns each order separately and says nothing about convergence.

```lean
/-- With `r` the reduced resolvent of `H₀ = diagonal ε`, the constructed series solves the
Schrödinger equation for `H₀ + V` at every order `n+1` in the perturbation. -/
theorem wave_solves {r ε : ι → ℂ} (V : Matrix ι ι ℂ) {ref : ι} (hr0 : r ref = 0)
    (hr : ∀ i, i ≠ ref → (ε i - ε ref) * r i = 1) (n : ℕ) :
    diagonal ε *ᵥ wave r V ref (n + 1) + V *ᵥ wave r V ref n =
      ε ref • wave r V ref (n + 1) +
        ∑ k ∈ Finset.range (n + 1), energy r V ref (k + 1) • wave r V ref (n - k) := by
  have hrec := wave_recursion_witness r V ref
  ext i
  simp only [Pi.add_apply, mulVec_diagonal, Pi.smul_apply, smul_eq_mul, Finset.sum_apply]
  by_cases hi : i = ref
  · -- intermediate normalisation leaves only the term with the reference itself
    have hs : ∑ k ∈ Finset.range (n + 1), energy r V ref (k + 1) * wave r V ref (n - k) ref =
        (V *ᵥ wave r V ref n) ref := by
      rw [Finset.sum_eq_single n]
      · simp only [Nat.sub_self, wave, Pi.single_eq_same, mul_one, energy, Nat.add_sub_cancel]
      · intro k hk hne
        have hk' := Finset.mem_range.mp hk
        obtain ⟨m, hm⟩ : ∃ m, n - k = m + 1 := ⟨n - k - 1, by omega⟩
        rw [hm, recursion_apply hrec, hr0, zero_mul, mul_zero]
      · intro hn
        exact absurd (Finset.mem_range.mpr (Nat.lt_succ_self n)) hn
    rw [hi, hs]
  · have e := recursion_apply hrec n i
    linear_combination (ε i - ε ref) * e + (-(V *ᵥ wave r V ref n) i +
      ∑ k ∈ Finset.range (n + 1), energy r V ref (k + 1) * wave r V ref (n - k) i) * hr i hi
```

## Why discarded states do not affect the low orders

The truncation theorems below all assume that the reference has level 0 and that \(V\) changes the level by at most \(d\). The unit vector at a level-0 reference meets the starting condition of the support bound.

```lean
/-- A reference state of level 0 gives a zeroth-order wavefunction of level 0. -/
theorem wave_zero_supported {level : ι → ℕ} (r : ι → ℂ) (V : Matrix ι ι ℂ) {ref : ι}
    (href : level ref = 0) : SupportedUpTo level 0 (wave r V ref 0) := by
  intro i hi
  have hne : i ≠ ref := fun e => by rw [e, href] at hi; exact lt_irrefl 0 hi
  rw [wave, Pi.single_apply, if_neg hne]
```

The following lemma passes from agreement of amplitudes at order `p` to agreement after \(V\) acts. Its case distinctions are those made above: no coupling, a retained state, or a discarded state with zero amplitude.

```lean
/-- If the truncated and full corrections of order `p` agree on the retained levels `l` with `l + d
* p ≤ d * (2K+1)`, then the truncated `V` acting on the former and the full `V` acting on the latter
agree on the retained levels `l` with `l + d * (p+1) ≤ d * (2K+1)`. -/
theorem truncate_step {level : ι → ℕ} {d : ℕ} {r : ι → ℂ} {V : Matrix ι ι ℂ} {ref : ι}
    (hc : Couples level d V) (href : level ref = 0) (K p : ℕ)
    (hp : ∀ j, level j ≤ d * K → level j + d * p ≤ d * (2 * K + 1) →
      wave r (truncate level (d * K) V) ref p j = wave r V ref p j)
    (a : ι) (ha : level a ≤ d * K) (hb : level a + d * (p + 1) ≤ d * (2 * K + 1)) :
    (truncate level (d * K) V *ᵥ wave r (truncate level (d * K) V) ref p) a =
      (V *ᵥ wave r V ref p) a := by
  simp only [mulVec, dotProduct]
  refine Finset.sum_congr rfl fun j _ => ?_
  by_cases hV : V a j = 0
  · have ht : truncate level (d * K) V a j = 0 := by simp [truncate, hV]
    rw [ht, hV, zero_mul, zero_mul]
  have hj := (hc a j hV).2
  by_cases hl : level j ≤ d * K
  · have ht : truncate level (d * K) V a j = V a j := if_pos ⟨ha, hl⟩
    rw [ht, hp j hl (by linarith)]
  · -- a discarded state has not yet been reached at order `p`
    have ht : truncate level (d * K) V a j = 0 := if_neg fun h => hl h.2
    have hl' := not_le.mp hl
    have hlt : d * p < d * (K + 1) := by linarith
    have hpK : p < K + 1 := lt_of_mul_lt_mul_left hlt (Nat.zero_le d)
    have hz := wavefunction_supported hc (wave_recursion_witness r V ref)
      (wave_zero_supported r V href) p j
      (lt_of_le_of_lt (Nat.mul_le_mul_left d (by omega)) hl')
    rw [ht, hz, zero_mul, mul_zero]
```

In the main truncation theorem, `agree` is the amplitude statement, proved by strong induction. The condition `n ≤ 2 * K` refers to the energy of order `n + 1`, so the last order covered is \(2K+1\).

```lean
/-- Restricting `V` to levels at most `d * K` leaves every energy correction through order
`2K+1` unchanged. -/
theorem energy_truncate {level : ι → ℕ} {d : ℕ} (r : ι → ℂ) {V : Matrix ι ι ℂ} {ref : ι}
    (hc : Couples level d V) (href : level ref = 0) {K n : ℕ} (hn : n ≤ 2 * K) :
    energy r (truncate level (d * K) V) ref (n + 1) = energy r V ref (n + 1) := by
  have h0 : level ref ≤ d * K := by rw [href]; exact Nat.zero_le _
  have agree : ∀ m i, level i ≤ d * K → level i + d * m ≤ d * (2 * K + 1) →
      wave r (truncate level (d * K) V) ref m i = wave r V ref m i := by
    intro m
    induction m using Nat.strong_induction_on with
    | _ m ih =>
      cases m with
      | zero => intro i _ _; rw [wave, wave]
      | succ m =>
        intro i hi hb
        rw [recursion_apply (wave_recursion_witness r (truncate level (d * K) V) ref),
          recursion_apply (wave_recursion_witness r V ref),
          truncate_step hc href K m (ih m (by omega)) i hi hb]
        congr 2
        refine Finset.sum_congr rfl fun k hk => ?_
        have hk' := Finset.mem_range.mp hk
        have b1 : d * (k + 1) ≤ d * (m + 1) := Nat.mul_le_mul_left d (by omega)
        have b2 : d * (m - k) ≤ d * (m + 1) := Nat.mul_le_mul_left d (by omega)
        have hE : energy r (truncate level (d * K) V) ref (k + 1) = energy r V ref (k + 1) :=
          truncate_step hc href K k (ih k hk') ref h0 (by linarith)
        rw [hE, ih (m - k) (by omega) i hi (by linarith)]
  have b : d * (n + 1) ≤ d * (2 * K + 1) := Nat.mul_le_mul_left d (by omega)
  exact truncate_step hc href K n (agree n) ref h0 (by linarith)
```

Setting \(d=2\) and \(K=2\) gives the result for quadruples. A determinant-based calculation of this finite-basis series can thus omit quintuple and higher excitations without changing the energies of orders one to five.

```lean
/-- For a perturbation changing the level by at most 2, the space through quadruple excitations
gives the energy corrections of orders one to five exactly. -/
theorem fifth_order_from_quadruples {level : ι → ℕ} (r : ι → ℂ) {V : Matrix ι ι ℂ} {ref : ι}
    (hc : Couples level 2 V) (href : level ref = 0) {n : ℕ} (hn : n ≤ 4) :
    energy r (truncate level 4 V) ref (n + 1) = energy r V ref (n + 1) :=
  energy_truncate (K := 2) r hc href hn
```

## A ladder that attains the bound

Take \(N+1\) rungs, with level \(2i\) on rung \(i\) and unit coupling between neighbours.

```lean
/-- Unit coupling between neighbouring rungs of a ladder of `N+1` states. -/
def ladderV (N : ℕ) : Matrix (Fin (N + 1)) (Fin (N + 1)) ℂ :=
  fun i j => if i.1 = j.1 + 1 ∨ j.1 = i.1 + 1 then 1 else 0
```

The resolvent vanishes on the lowest rung and equals one elsewhere, as for excited states sharing a unit energy gap.

```lean
/-- A resolvent that removes the lowest rung and is one on all others. -/
def ladderR (N : ℕ) : Fin (N + 1) → ℂ := fun i => if i = 0 then 0 else 1
```

Rung \(n+1\) can be fed at order \(n+1\) by its neighbours \(n\) and \(n+2\), but \(\psi_n\) has no amplitude on rung \(n+2\). The top-level formula therefore gives \(\psi_{n+1,n+1}=-\psi_{n,n}\), hence \(\psi_{n,n}=(-1)^n\) in intermediate normalisation. Level \(2n\) is reached at every order \(n\le N\). For \(N=0\) there is only the reference, with amplitude 1 at order zero.

```lean
/-- The bound `2 * n` is sharp: on a ladder whose rung `i` has level `2 * i`, coupled within two
levels, the correction of order `n` has amplitude `(-1)^n` on rung `n`. -/
theorem ladder_sharp (N : ℕ) :
    Couples (fun i : Fin (N + 1) => 2 * i.1) 2 (ladderV N) ∧
    ∀ n (hn : n < N + 1), wave (ladderR N) (ladderV N) 0 n ⟨n, hn⟩ = (-1) ^ n := by
  have hc : Couples (fun i : Fin (N + 1) => 2 * i.1) 2 (ladderV N) := by
    intro i j h
    have hij : i.1 = j.1 + 1 ∨ j.1 = i.1 + 1 := by
      by_contra hn
      exact h (if_neg hn)
    show 2 * i.1 ≤ 2 * j.1 + 2 ∧ 2 * j.1 ≤ 2 * i.1 + 2
    omega
  refine ⟨hc, fun n => ?_⟩
  have hrec := wave_recursion_witness (ladderR N) (ladderV N) 0
  have h0 := wave_zero_supported (level := fun i : Fin (N + 1) => 2 * i.1)
    (ladderR N) (ladderV N) (ref := 0) rfl
  induction n with
  | zero =>
    intro hn
    have e : (⟨0, hn⟩ : Fin (N + 1)) = 0 := rfl
    rw [e, wave, Pi.single_eq_same, pow_zero]
  | succ n ih =>
    intro hn
    -- only the rung just below feeds the new top rung
    have hV : (ladderV N *ᵥ wave (ladderR N) (ladderV N) 0 n) ⟨n + 1, hn⟩ = (-1) ^ n := by
      rw [← ih (by omega)]
      simp only [mulVec, dotProduct]
      rw [Finset.sum_eq_single (⟨n, by omega⟩ : Fin (N + 1))]
      · have h1 : ladderV N ⟨n + 1, hn⟩ ⟨n, by omega⟩ = 1 := if_pos (Or.inl rfl)
        rw [h1, one_mul]
      · intro j _ hj
        have hjn : j.1 ≠ n := fun e => hj (Fin.ext e)
        by_cases h : j.1 = n + 2
        · have hlt : 2 * n < 2 * j.1 := by omega
          rw [wavefunction_supported hc hrec h0 n j hlt, mul_zero]
        · have hno : ¬(n + 1 = j.1 + 1 ∨ j.1 = n + 1 + 1) := by omega
          have hz : ladderV N ⟨n + 1, hn⟩ j = 0 := if_neg hno
          rw [hz, zero_mul]
      · intro h
        exact absurd (Finset.mem_univ _) h
    have hR : ladderR N ⟨n + 1, hn⟩ = 1 :=
      if_neg fun e => absurd (congrArg Fin.val e) (Nat.succ_ne_zero n)
    rw [top_level hc hrec h0 two_pos ⟨n + 1, hn⟩ rfl, hV, hR]
    ring

end

end ExcitationLevelsPerturbation
```

```lean
#print axioms ExcitationLevelsPerturbation.wave_solves
-- 'ExcitationLevelsPerturbation.wave_solves' depends on axioms: [propext, Classical.choice, Quot.sound]
#print axioms ExcitationLevelsPerturbation.fifth_order_from_quadruples
-- 'ExcitationLevelsPerturbation.fifth_order_from_quadruples' depends on axioms: [propext, Classical.choice, Quot.sound]
#print axioms ExcitationLevelsPerturbation.ladder_sharp
-- 'ExcitationLevelsPerturbation.ladder_sharp' depends on axioms: [propext, Classical.choice, Quot.sound]
```
